# For a nondecreasing gap on [0,1], N midpoints give the integrated joint density of states to within 1/(2N)

A one-dimensional crystal absorbs light by vertical transitions from a filled band to an empty one, and the number of transitions available up to a photon energy $e$ depends on how much of the Brillouin zone has a gap of at most $e$. Suppose the gap is the same at opposite wavevectors and never decreases across half the zone, which I rescale to $0\le x\le 1$. I divide this interval into $N$ equal cells, evaluate the gap $E$ at the midpoints $(j+\tfrac12)/N$ with $j=0,\dots,N-1$, and take the fraction of midpoints where it is at most $e$.

I believe this fraction differs from the exact length of the set where $E(x)\le e$ by at most $1/(2N)$, at every energy, even if the gap has flat stretches or jumps. Can this be made rigorous, with a proof that Lean 4 checks? I would also like to know whether the constant can be improved.

## A threshold energy cuts the interval only once

Your bound holds, and its constant is the best possible. Write

$$S_e=\{x\in[0,1] : E(x)\le e\},\qquad L(e)=\text{length of }S_e,\qquad x_j=\frac{j+\frac12}{N},$$

and let $m$ be the number of midpoints $x_j$ with $E(x_j)\le e$. The claim is $|m/N-L(e)|\le 1/(2N)$.

Since $E$ is nondecreasing, $S_e$ is an initial segment of $[0,1]$: if $y\in S_e$ and $0\le x\le y$, then $E(x)\le E(y)\le e$, so $x\in S_e$. Two facts about its length follow.

- If $y\in S_e$, then $[0,y]\subseteq S_e$, so $y\le L(e)$.
- If $y\ge 0$ and no point of $S_e$ exceeds $y$, then $S_e\subseteq[0,y]$, so $L(e)\le y$.

The counted midpoints are therefore the first $m$ of them, $x_0,\dots,x_{m-1}$.

**Lower bound on the length.** If $m>0$, the midpoint $x_{m-1}$ lies in $S_e$, and the first fact gives

$$L(e)\ge x_{m-1}=\frac{m-\frac12}{N}.$$

If $m=0$, the right-hand side is $-1/(2N)$, and the inequality holds because a length is not negative.

**Upper bound on the length.** If $m<N$, the midpoint $x_m$ is not in $S_e$. No point to its right can be in $S_e$ either, so the second fact gives

$$L(e)\le x_m=\frac{m+\frac12}{N}.$$

If $m=N$, then $L(e)\le 1\le (N+\tfrac12)/N$.

Together,

$$\frac mN-\frac1{2N}\le L(e)\le\frac mN+\frac1{2N},$$

which is the claim. Continuity is not used, and a flat stretch of $E$ does no harm.

Two consequences follow, and a separate example settles the constant. For an energy window between $a$ and $b$, the quantity of interest is a difference of two integrated values, each with an error of at most $1/(2N)$, so the triangle inequality gives a total of at most $1/N$. At fixed $e$, the bound tends to zero as $N$ grows, so the sampled fraction converges to $L(e)$.

For the constant, take $E(x)=x$ and $e=1/(2N)$. Then $S_e=[0,1/(2N)]$ and $L(e)=1/(2N)$. The first midpoint is $x_0=1/(2N)$, which is counted, and all others are larger. The fraction is $1/N$ and the error is

$$\frac1N-\frac1{2N}=\frac1{2N}.$$

This works for every $N\ge1$. For $N=1$ the single midpoint $\tfrac12$ is counted, the fraction is $1$, and the length is $\tfrac12$.

## Length, midpoints and monotonicity in Lean

The gap is a function `E : ℝ → ℝ`, with energies given as real numbers in some fixed unit. The hypothesis `MonotoneOn E (Icc 0 1)` says that $E$ is nondecreasing on the closed interval $[0,1]$; values elsewhere play no role. Physically, it stands for a single pair of bands whose separation never shrinks as one crosses the chosen part of the zone. The gap need not be positive.

The definitions correspond to the symbols above as follows.

- `samplePoint N j` is $x_j$, with indices starting at zero.
- `belowSet E e` is $S_e$, including points where the gap equals $e$.
- `integratedJDOS E e` is $L(e)$: the Lebesgue measure `volume` of that set, converted to a real number by `toReal`.
- `samplesBelow E N e` is the finite set of counted indices, and its `card` is $m$.
- `sampledJDOS E N e` is $m/N$.

The normalisation is that of a fraction: once $e$ reaches the largest gap, `integratedJDOS` equals $1$. Spin factors and the number of cells in the crystal would multiply both sides.

The main theorem, `midpoint_sampling_error`, states that for such an `E`, every natural number `N` with `1 ≤ N` and every real `e`, the absolute difference of the two quantities is at most `1 / (2 * (N : ℝ))`. The theorems `energy_window_error`, `sampledJDOS_tendsto` and `linear_gap_error_eq` state the two consequences and the example for the constant. In the last one the energy changes with $N$, so it shows that the uniform bound is sharp, not that the error at a fixed energy decays no faster.

The result concerns the integrated quantity, in one dimension and without transition matrix elements or broadening. It says nothing pointwise about the joint density of states itself, which is the derivative of $L$ where that exists. Monotonicity matters: a function equal to $0$ at the $N$ midpoints and $1$ everywhere else has sampled fraction $1$ and length $0$ at $e=0$.

```lean
import Mathlib

open MeasureTheory Set Filter Topology

namespace JointDensityMidpoint

noncomputable section

/-- The midpoint of cell `j` when the interval [0,1] is divided into `N` equal cells. -/
def samplePoint (N j : ℕ) : ℝ := ((j : ℝ) + 1 / 2) / N

/-- The points of [0,1] at which the gap is at most `e`. -/
def belowSet (E : ℝ → ℝ) (e : ℝ) : Set ℝ := {x | x ∈ Icc (0 : ℝ) 1 ∧ E x ≤ e}

/-- The integrated joint density of states: the length of the set where the gap is at most `e`. -/
def integratedJDOS (E : ℝ → ℝ) (e : ℝ) : ℝ := (volume (belowSet E e)).toReal

/-- The indices of the midpoints at which the gap is at most `e`. -/
def samplesBelow (E : ℝ → ℝ) (N : ℕ) (e : ℝ) : Finset ℕ :=
  (Finset.range N).filter (fun j => E (samplePoint N j) ≤ e)

/-- The fraction of the `N` midpoints at which the gap is at most `e`. -/
def sampledJDOS (E : ℝ → ℝ) (N : ℕ) (e : ℝ) : ℝ := ((samplesBelow E N e).card : ℝ) / N

/-- An index is counted exactly when it labels one of the `N` cells and the gap at its midpoint
is at most `e`. -/
theorem mem_samplesBelow {E : ℝ → ℝ} {N j : ℕ} {e : ℝ} :
    j ∈ samplesBelow E N e ↔ j < N ∧ E (samplePoint N j) ≤ e := by
  unfold samplesBelow
  rw [Finset.mem_filter, Finset.mem_range]

/-- Every midpoint lies in [0,1]. -/
theorem samplePoint_mem {N j : ℕ} (hj : j < N) : samplePoint N j ∈ Icc (0 : ℝ) 1 := by
  have hN : (0 : ℝ) < N := by exact_mod_cast (Nat.zero_le j).trans_lt hj
  have h : (j : ℝ) + 1 ≤ N := by exact_mod_cast hj
  unfold samplePoint
  constructor
  · positivity
  · rw [div_le_one hN]
    linarith

/-- For a nondecreasing gap, a point with gap at most `e` is no larger than the integrated
joint density of states at `e`. -/
theorem le_integratedJDOS {E : ℝ → ℝ} (hE : MonotoneOn E (Icc 0 1)) {e y : ℝ}
    (hy : y ∈ belowSet E e) : y ≤ integratedJDOS E e := by
  have hfin : volume (belowSet E e) ≠ ⊤ :=
    ((measure_mono (fun x hx => hx.1 : belowSet E e ⊆ Icc (0 : ℝ) 1)).trans_lt
      measure_Icc_lt_top).ne
  -- all points to the left of `y` have gap at most `e` as well
  have hsub : Icc 0 y ⊆ belowSet E e := by
    intro x hx
    have hx1 : x ∈ Icc (0 : ℝ) 1 := ⟨hx.1, hx.2.trans hy.1.2⟩
    exact ⟨hx1, (hE hx1 hy.1 hx.2).trans hy.2⟩
  have h := ENNReal.toReal_mono hfin (measure_mono hsub)
  rw [Real.volume_Icc, sub_zero, ENNReal.toReal_ofReal hy.1.1] at h
  exact h

/-- If all points with gap at most `e` lie at or below `y ≥ 0`, the integrated joint density of
states at `e` is at most `y`. -/
theorem integratedJDOS_le {E : ℝ → ℝ} {e y : ℝ} (hy : 0 ≤ y)
    (h : ∀ x ∈ belowSet E e, x ≤ y) : integratedJDOS E e ≤ y := by
  have hsub : belowSet E e ⊆ Icc 0 y := fun x hx => ⟨hx.1.1, h x hx⟩
  have h2 := ENNReal.toReal_mono (measure_Icc_lt_top (μ := volume)).ne (measure_mono hsub)
  rw [Real.volume_Icc, sub_zero, ENNReal.toReal_ofReal hy] at h2
  exact h2

/-- Midpoint sampling error: for a nondecreasing gap, the fraction of midpoints with gap at most
`e` differs from the length of the set where the gap is at most `e` by at most `1/(2N)`. -/
theorem midpoint_sampling_error {E : ℝ → ℝ} (hE : MonotoneOn E (Icc 0 1)) {N : ℕ}
    (hN : 1 ≤ N) (e : ℝ) :
    |sampledJDOS E N e - integratedJDOS E e| ≤ 1 / (2 * (N : ℝ)) := by
  have hN0 : (0 : ℝ) < N := by exact_mod_cast hN
  -- lower bound on the length, from an included midpoint of large index
  have hlow : (((samplesBelow E N e).card : ℝ) - 1 / 2) / N ≤ integratedJDOS E e := by
    rcases Nat.eq_zero_or_pos (samplesBelow E N e).card with h0 | hpos
    · rw [h0]
      exact (div_nonpos_of_nonpos_of_nonneg (by norm_num) hN0.le).trans ENNReal.toReal_nonneg
    · obtain ⟨j, hj, hk⟩ : ∃ j, j ∈ samplesBelow E N e ∧
          (samplesBelow E N e).card ≤ j + 1 := by
        by_contra hcon
        have hsub : samplesBelow E N e ⊆ Finset.range ((samplesBelow E N e).card - 1) := by
          intro j hj
          rw [Finset.mem_range]
          by_contra hlt
          exact hcon ⟨j, hj, by omega⟩
        have hc := Finset.card_le_card hsub
        rw [Finset.card_range] at hc
        omega
      have hk' : ((samplesBelow E N e).card : ℝ) ≤ j + 1 := by exact_mod_cast hk
      have hm := mem_samplesBelow.mp hj
      refine le_trans ?_ (le_integratedJDOS hE ⟨samplePoint_mem hm.1, hm.2⟩)
      unfold samplePoint
      exact div_le_div_of_nonneg_right (by linarith) hN0.le
  -- upper bound on the length, from an excluded midpoint of small index
  have hup : integratedJDOS E e ≤ (((samplesBelow E N e).card : ℝ) + 1 / 2) / N := by
    by_cases hk : (samplesBelow E N e).card < N
    · obtain ⟨j, hjk, hj⟩ : ∃ j, j ≤ (samplesBelow E N e).card ∧ j ∉ samplesBelow E N e := by
        by_contra hcon
        have hsub : Finset.range ((samplesBelow E N e).card + 1) ⊆ samplesBelow E N e := by
          intro j hj
          rw [Finset.mem_range] at hj
          by_contra hn
          exact hcon ⟨j, by omega, hn⟩
        have hc := Finset.card_le_card hsub
        rw [Finset.card_range] at hc
        omega
      have hjN : j < N := by omega
      have hjk' : (j : ℝ) ≤ (samplesBelow E N e).card := by exact_mod_cast hjk
      have hmem := samplePoint_mem hjN
      have hle : integratedJDOS E e ≤ samplePoint N j := by
        refine integratedJDOS_le hmem.1 (fun x hx => ?_)
        by_contra hlt
        exact hj (mem_samplesBelow.mpr
          ⟨hjN, (hE hmem hx.1 (not_le.mp hlt).le).trans hx.2⟩)
      refine hle.trans ?_
      unfold samplePoint
      exact div_le_div_of_nonneg_right (by linarith) hN0.le
    · have hk' : (N : ℝ) ≤ (samplesBelow E N e).card := by exact_mod_cast not_lt.mp hk
      refine (integratedJDOS_le zero_le_one (fun x hx => hx.1.2)).trans ?_
      rw [le_div_iff₀ hN0]
      linarith
  have h1 : (((samplesBelow E N e).card : ℝ) - 1 / 2) / N
      = sampledJDOS E N e - 1 / (2 * (N : ℝ)) := by unfold sampledJDOS; ring
  have h2 : (((samplesBelow E N e).card : ℝ) + 1 / 2) / N
      = sampledJDOS E N e + 1 / (2 * (N : ℝ)) := by unfold sampledJDOS; ring
  rw [h1] at hlow
  rw [h2] at hup
  rw [abs_le]
  constructor <;> linarith

/-- The difference of the integrated joint density of states between two energies is reproduced
by midpoint sampling with an error of at most `1/N`. -/
theorem energy_window_error {E : ℝ → ℝ} (hE : MonotoneOn E (Icc 0 1)) {N : ℕ}
    (hN : 1 ≤ N) (a b : ℝ) :
    |(sampledJDOS E N b - sampledJDOS E N a) - (integratedJDOS E b - integratedJDOS E a)|
      ≤ 1 / (N : ℝ) := by
  have ha := abs_le.mp (midpoint_sampling_error hE hN a)
  have hb := abs_le.mp (midpoint_sampling_error hE hN b)
  have hsum : 1 / (N : ℝ) = 1 / (2 * (N : ℝ)) + 1 / (2 * (N : ℝ)) := by ring
  rw [hsum, abs_le]
  constructor <;> linarith [ha.1, ha.2, hb.1, hb.2]

/-- For a nondecreasing gap, the sampled fraction converges to the integrated joint density of
states at every energy as the number of midpoints grows. -/
theorem sampledJDOS_tendsto {E : ℝ → ℝ} (hE : MonotoneOn E (Icc 0 1)) (e : ℝ) :
    Tendsto (fun N : ℕ => sampledJDOS E N e) atTop (𝓝 (integratedJDOS E e)) := by
  have h0 : Tendsto (fun N : ℕ => 1 / (N : ℝ)) atTop (𝓝 0) :=
    tendsto_one_div_atTop_nhds_zero_nat
  have h1 := h0.const_mul (1 / 2 : ℝ)
  rw [mul_zero] at h1
  rw [tendsto_iff_norm_sub_tendsto_zero]
  refine squeeze_zero' (Eventually.of_forall fun N => norm_nonneg _) ?_ h1
  filter_upwards [eventually_ge_atTop 1] with N hN
  rw [Real.norm_eq_abs]
  exact (midpoint_sampling_error hE hN e).trans (le_of_eq (by ring))

/-- For the linear gap `E(x) = x` at energy `1/(2N)`, the sampling error equals `1/(2N)`. -/
theorem linear_gap_error_eq {N : ℕ} (hN : 1 ≤ N) :
    |sampledJDOS (fun x => x) N (1 / (2 * (N : ℝ)))
      - integratedJDOS (fun x => x) (1 / (2 * (N : ℝ)))| = 1 / (2 * (N : ℝ)) := by
  have hN1 : (1 : ℝ) ≤ N := by exact_mod_cast hN
  have hN0 : (0 : ℝ) < N := by linarith
  have hpos : 0 < 1 / (2 * (N : ℝ)) := by positivity
  have hle1 : 1 / (2 * (N : ℝ)) ≤ 1 := by
    rw [div_le_one (by positivity)]
    linarith
  have hI : integratedJDOS (fun x => x) (1 / (2 * (N : ℝ))) = 1 / (2 * (N : ℝ)) :=
    le_antisymm (integratedJDOS_le hpos.le (fun x hx => hx.2))
      (le_integratedJDOS (fun _ _ _ _ h => h) ⟨⟨hpos.le, hle1⟩, le_refl _⟩)
  -- only the first midpoint is counted
  have hs : samplesBelow (fun x => x) N (1 / (2 * (N : ℝ))) = {0} := by
    ext j
    rw [mem_samplesBelow, Finset.mem_singleton]
    have key : samplePoint N j = (j : ℝ) / N + 1 / (2 * (N : ℝ)) := by
      unfold samplePoint
      ring
    constructor
    · rintro ⟨_, h⟩
      by_contra hj
      have hj0 : (0 : ℝ) < j := by exact_mod_cast Nat.pos_of_ne_zero hj
      have hq : 0 < (j : ℝ) / N := div_pos hj0 hN0
      have h' : samplePoint N j ≤ 1 / (2 * (N : ℝ)) := h
      linarith
    · rintro rfl
      refine ⟨hN, ?_⟩

      rw [key]
      simp
  have hd : ((1 : ℕ) : ℝ) / N - 1 / (2 * (N : ℝ)) = 1 / (2 * (N : ℝ)) := by
    push_cast
    ring
  unfold sampledJDOS
  rw [hs, hI, Finset.card_singleton, hd, abs_of_pos hpos]

end

end JointDensityMidpoint
```

```lean
#print axioms JointDensityMidpoint.le_integratedJDOS
-- 'JointDensityMidpoint.le_integratedJDOS' depends on axioms: [propext, Classical.choice, Quot.sound]
#print axioms JointDensityMidpoint.energy_window_error
-- 'JointDensityMidpoint.energy_window_error' depends on axioms: [propext, Classical.choice, Quot.sound]
#print axioms JointDensityMidpoint.sampledJDOS_tendsto
-- 'JointDensityMidpoint.sampledJDOS_tendsto' depends on axioms: [propext, Classical.choice, Quot.sound]
#print axioms JointDensityMidpoint.linear_gap_error_eq
-- 'JointDensityMidpoint.linear_gap_error_eq' depends on axioms: [propext, Classical.choice, Quot.sound]
```

## From two length estimates to the error bound

The lemma `le_integratedJDOS` is the first fact about initial segments. It shows `Icc 0 y ⊆ belowSet E e` from monotonicity, and then `measure_mono` compares the two measures. Passing from measures to real numbers requires the larger one to be finite, which holds because the set lies inside $[0,1]$. The lemma `integratedJDOS_le` is the second fact, with the inclusion reversed. It needs no monotonicity, since the upper bound `y` on the set is supplied as a hypothesis.

In `midpoint_sampling_error`, the intermediate result `hlow` is the lower bound on the length and `hup` is the upper bound. The derivation by hand identified the counted midpoints as exactly the first $m$. The Lean proof gets by with less, using only the size of the set of counted indices.

For `hlow` with $m>0$, it finds a counted index $j$ with $m\le j+1$. If there were none, every counted index would be smaller than $m-1$, leaving room for at most $m-1$ of them, although there are $m$. The midpoint $x_j$ is then at least $(m-\tfrac12)/N$, and `le_integratedJDOS` places it below the length. The case $m=0$ uses only that the length is nonnegative.

For `hup` with $m<N$, it finds an index $j\le m$ that is not counted. Otherwise all of $0,\dots,m$ would be counted, which is $m+1$ indices. Since $j<N$, this index labels a genuine midpoint, and its absence from the count means $E(x_j)>e$. A point $x>x_j$ in $S_e$ would give $E(x_j)\le E(x)\le e$, a contradiction, so `integratedJDOS_le` yields $L(e)\le x_j\le(m+\tfrac12)/N$. When $m$ is not less than $N$, the bound $L(e)\le1$ is enough.

The equations `h1` and `h2` rewrite $(m\mp\tfrac12)/N$ as $m/N\mp1/(2N)$. After `abs_le` splits the absolute value into two inequalities, `linarith` reads them off from `hlow` and `hup`.

The window theorem has the same hypotheses as the main one, a nondecreasing gap and $N\ge1$, although its docstring does not repeat them. Its proof applies the main bound at `a` and at `b` and adds the results. The convergence proof squeezes the error between $0$ and $\tfrac12\cdot\tfrac1N$, using the main bound for all $N\ge1$. For the linear gap, `hI` computes the length by applying both length lemmas at the point $1/(2N)$, and `hs` shows that the set of counted indices is `{0}`, because $x_j=j/N+1/(2N)$ exceeds the threshold as soon as $j>0$.

## Counting k-points for a dimerised chain

A half-filled, non-interacting tight-binding chain with equal site energies, alternating nearest-neighbour hoppings $t_1,t_2>0$ and lattice constant $a_0$ has the direct gap

$$2\sqrt{t_1^2+t_2^2+2t_1t_2\cos(ka_0)}$$

at crystal momentum $k$. It is even in $k$ and decreases from the zone centre to the zone edge. Setting $x=1-ka_0/\pi$ on the positive half of the zone makes it nondecreasing on $[0,1]$. The calculation is then a count:

```python
x = (np.arange(N) + 0.5) / N
gap = 2 * np.sqrt(t1**2 + t2**2 - 2*t1*t2*np.cos(np.pi * x))
J = np.count_nonzero(gap <= e) / N
```

In exact arithmetic, `J` is the sampled fraction of the theorem. With $N=100$ it is within $0.005$ of the exact value at every energy, for any choice of the two hoppings. Adding the mirror-image points at negative $k$ doubles both the count and the number of points, so the fraction stays the same.

A plotted joint density of states is often a histogram. For a bin that collects gaps greater than $a$ and at most $b$, the height is the fraction of points in the bin divided by $b-a$. The window bound then limits its deviation from the exact bin average to $1/(N(b-a))$. Halving the bin width therefore calls for twice as many k-points to keep the same guarantee, for this one-dimensional model with a monotone gap.
